# The dipole of a slab in a periodic cell sets the potential's slope in the vacuum

The theorem `vacuum_slope` concerns a one-dimensional cell `[0, L]` with a continuous charge density that vanishes outside a slab `(a, b)`. The potential solves Poisson's equation `ε φ'' = -ρ` with constant `ε > 0`, and its value and slope match at the two ends of the cell. The claim is that at every point of the cell outside the slab the slope is `-m / (ε L)`, where `m` is the integral of `x ρ(x)` over the cell, the dipole per unit area. The proof first finds the slope at `0` from the formula for the first moment and the two matching conditions, then carries it to the given point through vacuum from one end of the cell.

The first attempt, which Lean rejects:

```lean
import Mathlib

open Set

namespace VacuumSlope

/-- The potential `φ`, with slope `φ'`, solves Poisson's equation `ε φ'' = -ρ` on the
cell `[0, L]`; derivatives at the cell ends are one-sided. -/
structure SolvesPoisson (ε L : ℝ) (ρ φ φ' : ℝ → ℝ) : Prop where
  slope : ∀ x ∈ Icc 0 L, HasDerivWithinAt φ (φ' x) (Icc 0 L) x
  poisson : ∀ x ∈ Icc 0 L, HasDerivWithinAt (fun y => ε * φ' y) (-ρ x) (Icc 0 L) x

/-- A solution of Poisson's equation whose value and slope match at the two cell ends. -/
structure PeriodicPotential (ε L : ℝ) (ρ φ φ' : ℝ → ℝ) : Prop
    extends SolvesPoisson ε L ρ φ φ' where
  value_match : φ 0 = φ L
  slope_match : φ' 0 = φ' L

/-- The dipole (per unit area) of the charge in the cell, `∫ x ρ(x) dx` over `[0, L]`. -/
noncomputable def dipole (L : ℝ) (ρ : ℝ → ℝ) : ℝ := ∫ x in (0 : ℝ)..L, x * ρ x

/-- The charge density vanishes at every point of the cell outside the slab `(a, b)`. -/
def VacuumOutside (L a b : ℝ) (ρ : ℝ → ℝ) : Prop :=
  ∀ x ∈ Icc 0 L, x ∉ Ioo a b → ρ x = 0

variable {ε L a b c d : ℝ} {ρ φ φ' ψ ψ' : ℝ → ℝ}

/-- Gauss's law: if `φ` solves Poisson's equation with slope `φ'` and continuous `ρ`, the charge
between two planes of the cell is the drop of `ε φ'` between them. -/
theorem gauss_law (h : SolvesPoisson ε L ρ φ φ') (hρ : ContinuousOn ρ (Icc 0 L))
    (hc : 0 ≤ c) (hcd : c ≤ d) (hd : d ≤ L) :
    ∫ x in c..d, ρ x = ε * φ' c - ε * φ' d := by
  have hs : Icc c d ⊆ Icc 0 L := Icc_subset_Icc hc hd
  have key := intervalIntegral.integral_eq_sub_of_hasDerivAt_of_le hcd
    (f := fun y => ε * φ' y) (f' := fun x => -ρ x)
    (fun x hx => (h.poisson x (hs hx)).continuousWithinAt.mono hs)
    (fun x hx => (h.poisson x (hs (Ioo_subset_Icc_self hx))).hasDerivAt
      (Icc_mem_nhds (by linarith [hx.1]) (by linarith [hx.2])))
    ((hρ.mono hs).neg.intervalIntegrable_of_Icc hcd)
  simp only [intervalIntegral.integral_neg] at key
  linarith

/-- If `φ` solves Poisson's equation with slope `φ'` and continuous `ρ`, the first moment of the
charge between two planes of the cell is the change of `ε φ - x ε φ'` between them. -/
theorem first_moment (h : SolvesPoisson ε L ρ φ φ') (hρ : ContinuousOn ρ (Icc 0 L))
    (hc : 0 ≤ c) (hcd : c ≤ d) (hd : d ≤ L) :
    ∫ x in c..d, x * ρ x =
      (ε * φ d - d * (ε * φ' d)) - (ε * φ c - c * (ε * φ' c)) := by
  have hs : Icc c d ⊆ Icc 0 L := Icc_subset_Icc hc hd
  -- the derivative of `ε φ - x ε φ'` is `x ρ`
  have hF : ∀ x ∈ Icc 0 L, HasDerivWithinAt (fun y => ε * φ y - y * (ε * φ' y))
      (x * ρ x) (Icc 0 L) x := by
    intro x hx
    have h1 := (h.slope x hx).const_mul ε
    have h2 := (hasDerivWithinAt_id x (Icc 0 L)).mul (h.poisson x hx)
    exact (h1.sub h2).congr_deriv (by
      change ε * φ' x - (1 * (ε * φ' x) + x * -ρ x) = x * ρ x
      ring)
  exact intervalIntegral.integral_eq_sub_of_hasDerivAt_of_le hcd
    (f := fun y => ε * φ y - y * (ε * φ' y)) (f' := fun x => x * ρ x)
    (fun x hx => (hF x (hs hx)).continuousWithinAt.mono hs)
    (fun x hx => (hF x (hs (Ioo_subset_Icc_self hx))).hasDerivAt
      (Icc_mem_nhds (by linarith [hx.1]) (by linarith [hx.2])))
    ((continuousOn_id.mul (hρ.mono hs)).intervalIntegrable_of_Icc hcd)

/-- Across a charge-free interval of the cell the slope is the same at both ends and the
potential changes by slope times length, for `ε > 0` and continuous `ρ`. -/
theorem vacuum_linear (h : SolvesPoisson ε L ρ φ φ') (hρ : ContinuousOn ρ (Icc 0 L))
    (hε : 0 < ε) (hc : 0 ≤ c) (hcd : c ≤ d) (hd : d ≤ L)
    (h0 : ∀ x ∈ Icc c d, ρ x = 0) :
    φ' d = φ' c ∧ φ d - φ c = (d - c) * φ' c := by
  have z1 : ∫ x in c..d, ρ x = 0 := by
    rw [intervalIntegral.integral_congr (g := fun _ => (0 : ℝ))
      (fun x hx => h0 x (by rwa [uIcc_of_le hcd] at hx))]
    simp
  have z2 : ∫ x in c..d, x * ρ x = 0 := by
    rw [intervalIntegral.integral_congr (g := fun _ => (0 : ℝ))
      (fun x hx => by
        have hx0 := h0 x (by rwa [uIcc_of_le hcd] at hx)
        simp [hx0])]
    simp
  have g := gauss_law h hρ hc hcd hd
  have mm := first_moment h hρ hc hcd hd
  have e : φ' d = φ' c := mul_left_cancel₀ hε.ne' (by linarith)
  rw [e] at mm
  exact ⟨e, mul_left_cancel₀ hε.ne' (by linear_combination z2 - mm)⟩

/-- Everywhere in the vacuum of a periodic cell the potential has slope `-m / (ε L)`, where
`m` is the dipole of the continuous slab charge, `ε > 0` and `L > 0`. -/
theorem vacuum_slope (h : PeriodicPotential ε L ρ φ φ') (hρ : ContinuousOn ρ (Icc 0 L))
    (hε : 0 < ε) (hL : 0 < L) (hv : VacuumOutside L a b ρ) {x : ℝ}
    (hx : x ∈ Icc 0 L) (hxv : x ∉ Ioo a b) : φ' x = -dipole L ρ / (ε * L) := by
  have mm : dipole L ρ = _ := first_moment h.toSolvesPoisson hρ le_rfl hL.le le_rfl
  have e0 : φ' 0 = -dipole L ρ / (ε * L) := by
    rw [eq_div_iff (mul_pos hε hL).ne']
    linear_combination -mm + ε * L * h.slope_match + ε * h.value_match
  -- the point is joined to one of the cell ends through vacuum
  rcases le_or_gt x a with hxa | hxa
  · rw [← e0]
    exact (vacuum_linear h.toSolvesPoisson hρ hε le_rfl hx.1 hx.2 fun y hy =>
      hv y ⟨hy.1, hy.2.trans hx.2⟩ fun k => by linarith [k.1, hy.2]).1
  · have hbx : b ≤ x := not_lt.1 fun k => hxv ⟨hxa, k⟩
    rw [← e0, h.slope_match]
    exact (vacuum_linear h.toSolvesPoisson hρ hε hx.1 hx.2 le_rfl fun y hy =>
      hv y ⟨hx.1.trans hy.1, hy.2⟩ fun k => by linarith [k.2, hy.1]).1.symm

end VacuumSlope
```

The error:

```
Main.lean:96:4: error: ring failed, ring expressions not equal
ε L a b : ℝ
ρ φ φ' : ℝ → ℝ
h : PeriodicPotential ε L ρ φ φ'
hρ : ContinuousOn ρ (Icc 0 L)
hε : 0 < ε
hL : 0 < L
hv : VacuumOutside L a b ρ
x : ℝ
hx : x ∈ Icc 0 L
hxv : x ∉ Ioo a b
mm : dipole L ρ = ε * φ L - L * (ε * φ' L) - (ε * φ 0 - 0 * (ε * φ' 0))
⊢ ε * L * φ' L * 2 + dipole L ρ * 2 = 0
```

Fix (accepted with no message):

```diff
@@ -94,5 +94,5 @@
   have e0 : φ' 0 = -dipole L ρ / (ε * L) := by
     rw [eq_div_iff (mul_pos hε hL).ne']
-    linear_combination -mm + ε * L * h.slope_match + ε * h.value_match
+    linear_combination mm + ε * L * h.slope_match - ε * h.value_match
   -- the point is joined to one of the cell ends through vacuum
   rcases le_or_gt x a with hxa | hxa
```

What went wrong. The error is one of signs in the `linear_combination` that finds the slope at `0`. After the rewrite the goal is `φ' 0 * (ε * L) = -dipole L ρ`. `linear_combination` subtracts the stated combination of hypotheses from the goal and asks `ring` to check that what remains is an identity.

Moved to the left, the goal contains `+dipole L ρ`, and `mm` has the dipole on its left side, so `mm` must enter with coefficient `1`. With `-mm` the dipole doubles instead of cancelling, and so does the term in `φ' L`, which gives the remainder in the message. That remainder does equal zero under the hypotheses, but `ring` does not use them.

The repair changes `-mm` to `mm`. This reverses the terms in `φ 0` and `φ L` that `mm` brings in, so the sign of `ε * h.value_match` must change too if they are still to cancel. The coefficient of `h.slope_match` was already right: it trades `φ' L` for `φ' 0`.
